# Odd-moment sum rules from nested commutators for a finite-dimensional Hamiltonian

Take two levels with energies $0$ and $\omega$, so that $H=\mathrm{diag}(0,\omega)$, and a Hermitian matrix $A$ with $A_{10}=a$: multiplying out gives $[A,[H,A]]_{00}=2\omega|a|^2$, twice the transition energy times the transition strength. With any finite number of levels the same mechanism yields every odd moment of the transition spectrum, once $A$ is replaced by its $k$-fold commutator with $H$.

```lean
import Mathlib

open Matrix

namespace OddMomentSumRules

noncomputable section

variable {ι : Type*} [Fintype ι] [DecidableEq ι]

/-- The commutator `[X, Y] = XY - YX` of two operators. -/
def comm (X Y : Matrix ι ι ℂ) : Matrix ι ι ℂ := X * Y - Y * X

/-- The Hamiltonian with real energies `E n`, written in its energy basis. -/
def hamiltonian (E : ι → ℝ) : Matrix ι ι ℂ := Matrix.diagonal fun n => (E n : ℂ)

/-- The `k`-fold commutator of the Hamiltonian with `A`:
`C₀ = A` and `C₍ₖ₊₁₎ = [H, Cₖ]`. -/
def nested (E : ι → ℝ) (A : Matrix ι ι ℂ) : ℕ → Matrix ι ι ℂ
  | 0 => A
  | k + 1 => comm (hamiltonian E) (nested E A k)

/-- The `p`-th moment of the transition spectrum of `A` out of level `m`: the sum over `n` of
`(E n - E m) ^ p` weighted by the transition strength `|A n m|²`. -/
def moment (E : ι → ℝ) (A : Matrix ι ι ℂ) (m : ι) (p : ℕ) : ℝ :=
  ∑ n, (E n - E m) ^ p * ‖A n m‖ ^ 2

/-- A commutator with the Hamiltonian multiplies each matrix element by its transition energy. -/
theorem comm_hamiltonian_apply (E : ι → ℝ) (X : Matrix ι ι ℂ) (n m : ι) :
    comm (hamiltonian E) X n m = ((E n : ℂ) - E m) * X n m := by
  simp only [comm, hamiltonian, Matrix.sub_apply, Matrix.diagonal_mul, Matrix.mul_diagonal]
  ring

/-- The matrix elements of the `k`-fold commutator are those of `A` times the `k`-th power of the
transition energy. -/
theorem nested_apply (E : ι → ℝ) (A : Matrix ι ι ℂ) (k : ℕ) (n m : ι) :
    nested E A k n m = ((E n : ℂ) - E m) ^ k * A n m := by
  induction k with
  | zero => simp [nested]
  | succ k ih =>
    rw [nested, comm_hamiltonian_apply, ih]
    ring

/-- For Hermitian `A`, the expectation value of `Cⱼ Cₖ` in level `m` is, up to the sign `(-1)ʲ`,
the spectral moment of order `j + k`. -/
theorem nested_mul_nested_apply (E : ι → ℝ) {A : Matrix ι ι ℂ} (hA : A.IsHermitian)
    (m : ι) (j k : ℕ) :
    (nested E A j * nested E A k) m m = (-1) ^ j * (moment E A m (j + k) : ℂ) := by
  rw [Matrix.mul_apply, moment]
  push_cast
  rw [Finset.mul_sum]
  refine Finset.sum_congr rfl fun n _ => ?_
  -- Hermiticity turns the product of amplitudes into a transition strength
  have hs : A m n * A n m = (‖A n m‖ : ℂ) ^ 2 := by
    rw [← hA.apply m n]
    exact Complex.conj_mul' (A n m)
  -- the reversed transition carries the opposite energy
  have hr : ((E m : ℂ) - E n) ^ j = (-1) ^ j * ((E n : ℂ) - E m) ^ j := by
    rw [← mul_pow, neg_one_mul, neg_sub]
  rw [nested_apply, nested_apply, hr, pow_add]
  linear_combination ((-1) ^ j * ((E n : ℂ) - E m) ^ j * ((E n : ℂ) - E m) ^ k) * hs

/-- **Odd-moment sum rules.** For Hermitian `A`, the moment of order `2k + 1` of the transition
spectrum out of level `m` is `(-1)ᵏ / 2` times the expectation value of `[Cₖ, [H, Cₖ]]` in that
level. -/
theorem odd_moment_sum_rule (E : ι → ℝ) {A : Matrix ι ι ℂ} (hA : A.IsHermitian)
    (m : ι) (k : ℕ) :
    (moment E A m (2 * k + 1) : ℂ) =
      (-1) ^ k / 2 * comm (nested E A k) (comm (hamiltonian E) (nested E A k)) m m := by
  -- the inner commutator is the next nested commutator
  have h : comm (nested E A k) (comm (hamiltonian E) (nested E A k)) m m =
      (nested E A k * nested E A (k + 1)) m m - (nested E A (k + 1) * nested E A k) m m := rfl
  have hs : (-1 : ℂ) ^ k * (-1) ^ k = 1 := by
    rw [← mul_pow]
    norm_num
  rw [h, nested_mul_nested_apply E hA, nested_mul_nested_apply E hA,
    show k + (k + 1) = 2 * k + 1 by ring, show k + 1 + k = 2 * k + 1 by ring]
  linear_combination (-(moment E A m (2 * k + 1) : ℂ)) * hs

/-- For Hermitian `A`, the moment of order `2k` is `(-1)ᵏ` times the expectation value of
`Cₖ²` in level `m`. -/
theorem even_moment_sum_rule (E : ι → ℝ) {A : Matrix ι ι ℂ} (hA : A.IsHermitian)
    (m : ι) (k : ℕ) :
    (moment E A m (2 * k) : ℂ) = (-1) ^ k * (nested E A k * nested E A k) m m := by
  have hs : (-1 : ℂ) ^ k * (-1) ^ k = 1 := by
    rw [← mul_pow]
    norm_num
  rw [nested_mul_nested_apply E hA, show k + k = 2 * k by ring]
  linear_combination (-(moment E A m (2 * k) : ℂ)) * hs

/-- The odd-moment sum rule for Hermitian `A`, averaged over the levels with real weights `p m`:
the double commutator is then traced against the matrix `diag(p)`. -/
theorem ensemble_odd_moment_sum_rule (E p : ι → ℝ) {A : Matrix ι ι ℂ} (hA : A.IsHermitian)
    (k : ℕ) :
    ∑ m, (p m : ℂ) * (moment E A m (2 * k + 1) : ℂ) =
      (-1) ^ k / 2 * Matrix.trace (Matrix.diagonal (fun m => (p m : ℂ)) *
        comm (nested E A k) (comm (hamiltonian E) (nested E A k))) := by
  simp only [Matrix.trace, Matrix.diag_apply, Matrix.diagonal_mul, Finset.mul_sum]
  refine Finset.sum_congr rfl fun m _ => ?_
  rw [odd_moment_sum_rule E hA]
  ring

/-- Let `A` be Hermitian and let every level `n` with `A n m ≠ 0` lie at least `Δ` above level `m`.
Then `Δ` times the even moment of order `2k` is at most the odd moment of order `2k + 1`. The
moments are written as the real parts of the expectation values in level `m` of `(-1)ᵏ Cₖ²` and
`(-1)ᵏ / 2 · [Cₖ, [H, Cₖ]]`. -/
theorem excitation_energy_bound (E : ι → ℝ) {A : Matrix ι ι ℂ} (hA : A.IsHermitian)
    (m : ι) (k : ℕ) (Δ : ℝ) (hΔ : ∀ n, A n m ≠ 0 → Δ ≤ E n - E m) :
    Δ * ((-1) ^ k * (nested E A k * nested E A k) m m).re ≤
      ((-1) ^ k / 2 *
        comm (nested E A k) (comm (hamiltonian E) (nested E A k)) m m).re := by
  rw [← even_moment_sum_rule E hA m k, ← odd_moment_sum_rule E hA m k,
    Complex.ofReal_re, Complex.ofReal_re, moment, moment, Finset.mul_sum]
  -- compare the two moments transition by transition
  refine Finset.sum_le_sum fun n _ => ?_
  by_cases h : A n m = 0
  · simp [h]
  · have hpos : 0 ≤ (E n - E m) ^ (2 * k) * ‖A n m‖ ^ 2 :=
      mul_nonneg ((even_two_mul k).pow_nonneg _) (sq_nonneg _)
    calc Δ * ((E n - E m) ^ (2 * k) * ‖A n m‖ ^ 2)
        ≤ (E n - E m) * ((E n - E m) ^ (2 * k) * ‖A n m‖ ^ 2) :=
          mul_le_mul_of_nonneg_right (hΔ n h) hpos
      _ = (E n - E m) ^ (2 * k + 1) * ‖A n m‖ ^ 2 := by
          rw [pow_succ]
          ring

end

end OddMomentSumRules
```

```lean
#print axioms OddMomentSumRules.ensemble_odd_moment_sum_rule
-- 'OddMomentSumRules.ensemble_odd_moment_sum_rule' depends on axioms: [propext, Classical.choice, Quot.sound]
#print axioms OddMomentSumRules.excitation_energy_bound
-- 'OddMomentSumRules.excitation_energy_bound' depends on axioms: [propext, Classical.choice, Quot.sound]
```

## Moments on one side, commutators on the other

The levels are labelled by a finite type `ι`, and level $n$ has the real energy $E_n$, written `E n`. The Hamiltonian `hamiltonian E` is the diagonal matrix of these energies. Its eigenbasis is therefore taken as given; degenerate levels are allowed. An operator is a complex matrix, and `hA : A.IsHermitian` says that $A_{mn}=\overline{A_{nm}}$.

The nested commutators $C_k$, in Lean `nested E A k`, are defined by $C_0=A$ and $C_{k+1}=[H,C_k]$. The $p$-th moment of the spectrum out of level $m$ is `moment E A m p`,

$$M_p(m)=\sum_n (E_n-E_m)^p\,|A_{nm}|^2 .$$

The first index of $A$ is the final level, the second the initial one. The sum includes $n=m$; this term vanishes for $p\ge 1$ but contributes $|A_{mm}|^2$ to $M_0$.

The main theorem, `odd_moment_sum_rule`, states for Hermitian $A$, every level $m$ and every $k=0,1,2,\dots$ that

$$M_{2k+1}(m)=\frac{(-1)^k}{2}\,[C_k,[H,C_k]]_{mm}.$$

It is an equation between complex numbers, with the real moment embedded in $\mathbb{C}$, so it also shows that the diagonal element on the right is real.

## What the moments mean in linear response

In the Heisenberg picture $\dot A=(i/\hbar)[H,A]$, so $C_k$ is the $k$-th time derivative of $A$ at time zero, up to the factor $(i/\hbar)^k$. For a system with finitely many levels, the sum rules thus tie the moments of the transition spectrum to expectation values in the initial state alone. When a perturbation proportional to $A$ acts on level $m$, the absorptive part of the linear response of $A$ is, up to a constant factor, $\sum_n|A_{nm}|^2\,[\delta(\varepsilon-E_n+E_m)-\delta(\varepsilon+E_n-E_m)]$ as a function of the energy $\varepsilon$. Over all $\varepsilon$ its even moments vanish, and its odd moments are $2M_{2k+1}(m)$ up to the same factor.

The averaged version, `ensemble_odd_moment_sum_rule`, attaches a real weight $p_m$ to each level and writes the result as a trace with $\mathrm{diag}(p)$. Choosing $p_m=e^{-\beta E_m}/Z$, with inverse temperature $\beta$ and partition function $Z$, gives the thermal case. The theorem itself requires neither positive nor normalised weights.

Finite dimension matters for the best-known sum rule of this kind. For a particle of mass $\mu$ on a line in a local potential, $[x,[H,x]]=\hbar^2/\mu$, which gives $M_1=\hbar^2/2\mu$ for every bound level, provided that the sum includes any continuum of final states. Finite matrices can't reproduce this constant in all levels, because the trace of a commutator is zero. In a truncated basis the theorem holds for the truncated matrices, with whatever double commutator they have.

## Why the identity holds

Since $H$ is diagonal, $(HX)_{nm}=E_nX_{nm}$ and $(XH)_{nm}=X_{nm}E_m$ for any matrix $X$. Hence

$$[H,X]_{nm}=(E_n-E_m)X_{nm},$$

which is `comm_hamiltonian_apply`. Applying this $k$ times gives $(C_k)_{nm}=(E_n-E_m)^kA_{nm}$; `nested_apply` proves it by induction on $k$.

Next, multiply two nested commutators and take a diagonal element:

$$(C_jC_k)_{mm}=\sum_n (E_m-E_n)^jA_{mn}\,(E_n-E_m)^kA_{nm}.$$

The reversed transition carries the opposite energy, so $(E_m-E_n)^j=(-1)^j(E_n-E_m)^j$. Hermiticity gives $A_{mn}A_{nm}=|A_{nm}|^2$. Therefore

$$(C_jC_k)_{mm}=(-1)^jM_{j+k}(m).$$

This is `nested_mul_nested_apply`. Inside its proof, `hr` is the sign of the reversed transition and `hs` is the product of amplitudes; `linear_combination` multiplies `hs` by the remaining energy factors. For a general matrix $A$ the sum rule fails: if $A_{10}=a\neq0$ is the only nonzero element in the two-level example, the double commutator vanishes while $M_1(0)=\omega|a|^2$.

Finally, $[H,C_k]=C_{k+1}$, so

$$[C_k,[H,C_k]]_{mm}=(C_kC_{k+1})_{mm}-(C_{k+1}C_k)_{mm}.$$

The first term is $(-1)^kM_{2k+1}(m)$ and the second product is $(-1)^{k+1}M_{2k+1}(m)$. Their difference is $2(-1)^kM_{2k+1}(m)$, and multiplication by $(-1)^k/2$ leaves the moment. In Lean the rewriting of the double commutator holds by definition (`rfl`), and the last step uses $(-1)^k(-1)^k=1$.

Setting $j=k$ in the product formula gives `even_moment_sum_rule`, $M_{2k}(m)=(-1)^k(C_k^2)_{mm}$. The ensemble version follows by multiplying the odd rule by $p_m$ and summing over $m$, since the trace with a diagonal matrix is exactly this weighted sum.

## A bound on the excitation energy

Suppose that every level $n$ with $A_{nm}\neq0$ satisfies $E_n-E_m\ge\Delta$. This hypothesis, `hΔ`, describes a gap in the spectrum that $A$ can reach from $m$. For each such level, multiplying the inequality by the nonnegative number $(E_n-E_m)^{2k}|A_{nm}|^2$ gives

$$\Delta\,(E_n-E_m)^{2k}|A_{nm}|^2\le (E_n-E_m)^{2k+1}|A_{nm}|^2 .$$

For the other levels both sides are zero. Summing over $n$ yields $\Delta M_{2k}(m)\le M_{2k+1}(m)$. If $M_{2k}(m)>0$, division gives $\Delta\le M_{2k+1}(m)/M_{2k}(m)$. Taking for $\Delta$ the smallest $E_n-E_m$ with $A_{nm}\neq0$ shows that this ratio is an upper bound on the lowest transition energy that $A$ reaches from $m$.

The theorem `excitation_energy_bound` states this with the moments written through the diagonal elements of $C_k^2$ and $[C_k,[H,C_k]]$. It takes real parts because inequalities are between real numbers; the two sum rules show that nothing is lost. The proof first turns the commutators back into moments, then compares the sums term by term, with `by_cases` separating the levels that $A$ reaches from those it doesn't.

The level $n=m$ is included in the hypothesis, so a positive $\Delta$ requires $A_{mm}=0$. Subtracting the constant $A_{mm}$ times the identity from $A$ achieves this and leaves all moments with $p\ge1$ unchanged.

## Computing the moments without excited states

In a calculation the commutator matrices need not be formed. Let $v$ be a normalised eigenvector of $H$ with energy $E_m$, in any orthonormal basis. Start from $w_0=Av$ and apply

$$w_{j+1}=(H-E_m)w_j .$$

In the eigenbasis $w_k$ is column $m$ of $C_k$, so

$$M_{2k}=\langle w_k|w_k\rangle,\qquad M_{2k+1}=\langle w_k|w_{k+1}\rangle .$$

Each further vector costs one application of $H$, and no eigenvector other than $v$ is computed.

For example, let the energies be $0,1,3$, let $m=0$, and let $A_{00}=0$ and $A_{10}=A_{20}=1$. Then $w_0=(0,1,1)$, $w_1=(0,1,3)$ and $w_2=(0,1,9)$, which give $M_0=2$, $M_1=4$, $M_2=10$ and $M_3=28$. The lowest excitation energy is $1$, and the bounds from $k=0$ and $k=1$ are $M_1/M_0=2$ and $M_3/M_2=2.8$. The second is weaker here because the higher moments give more weight to the upper level.
